# For a Fermi-smeared level that sits at the chemical potential before its +U shift, half filling is the only self-consistent occupation exactly when βU ≤ 4

A localised level with a +U correction is shifted by an amount that depends on its own occupation, and at finite temperature that shift in turn fixes the occupation. The outcome depends on where the uncorrected level sits, and here it is held at the chemical potential, so that the +U shift alone decides the filling.

Let \(x\) be the occupation of one spin-orbital, \(U\) the effective Hubbard parameter and \(\beta = 1/(k_B T)\) the inverse temperature of the smearing. The correction energy \(\tfrac U2 x(1-x)\) has the derivative \(U(\tfrac12 - x)\), which is the Dudarev potential. Self-consistency then reads

\[ x = \frac{1}{1+e^{\beta U(1/2-x)}} . \]

The value \(x=\tfrac12\) always solves this equation. It is the only real solution if and only if \(\beta U\le 4\), which for positive \(\beta\) and \(U\) means \(k_BT\ge U/4\). For \(\beta U>4\) there are exactly three solutions. In this one-level model, then, a large enough smearing width removes every solution except half filling. The width needed is large: for \(U=4\) eV it is \(k_BT=1\) eV.

## From the Fermi function to a threshold at four

Write \(K=\beta U\). Multiplying out the denominator gives

\[ x\,e^{K(1/2-x)} = 1-x . \]

A solution is positive because the Fermi function is, so the left side is positive and \(x<1\). Taking logarithms,

\[ g(x) := \ln x-\ln(1-x)-K\left(x-\tfrac12\right)=0 . \]

Each step can be reversed for \(0<x<1\). Moreover \(g(\tfrac12)=0\) and \(g(1-x)=-g(x)\), so solutions come in particle-hole pairs \(x\), \(1-x\).

**No second solution for \(K\le4\).** The derivative is

\[ g'(x)=\frac1x+\frac1{1-x}-K=\frac{1}{x(1-x)}-K . \]

Between two distinct zeros of \(g\) there is a point \(c\) with \(g'(c)=0\), that is, \(Kc(1-c)=1\). If one zero is \(\tfrac12\) and the other lies above it, then \(c>\tfrac12\) and

\[ c(1-c)=\tfrac14-\left(c-\tfrac12\right)^2<\tfrac14 , \]

which forces \(K>4\). A solution below \(\tfrac12\) has a partner above it, so the same bound applies.

**A second solution for \(K>4\).** Put \(t=(K-4)/(4K)\), so that \(0<t<\tfrac14\) and \(Kt=(K-4)/4\). For \(\tfrac12<c<\tfrac12+t\),

\[ Kc(1-c)>K\left(\tfrac14-t^2\right)>K\left(\tfrac14-t\right)=1 . \]

Hence \(g'<0\) on this interval and \(g(\tfrac12+t)<0\). Exponentiating, with \(x_0=\tfrac12+t\), gives \(x_0e^{K(1/2-x_0)}<1-x_0\), so the Fermi occupation computed from \(x_0\) exceeds \(x_0\). The Fermi occupation computed from \(1\) is below \(1\). By continuity the two sides of the self-consistency equation agree somewhere between \(x_0\) and \(1\).

**No more than three.** Suppose \(\tfrac12<a<b\) are both solutions. Then there are \(c\in(\tfrac12,a)\) and \(d\in(a,b)\) with \(Kc(1-c)=Kd(1-d)=1\). Subtracting,

\[ 0=K\,[c(1-c)-d(1-d)]=K(d-c)(c+d-1)>0 , \]

a contradiction. So there is one solution above \(\tfrac12\), its partner below, and \(\tfrac12\) itself.

## The level, its potential and its filling in Lean

```lean
import Mathlib

open Set

namespace FiniteTemperatureDFTU

noncomputable section
```

All quantities are real numbers. Energies and inverse temperatures enter in matching units, so that their product is dimensionless.

```lean
/-- The Hubbard correction energy `(U/2) n (1 - n)` of a single level with occupation `n`. -/
def hubbardEnergy (U n : ℝ) : ℝ := U / 2 * (n * (1 - n))

/-- The Dudarev potential `U (1/2 - n)` acting on a level with occupation `n`. -/
def dudarevPotential (U n : ℝ) : ℝ := U * (1 / 2 - n)
```

The energy and the potential are defined separately, and a theorem below connects them. Both refer to a single spin-orbital, not to an occupation matrix.

```lean
/-- The Fermi occupation at inverse temperature `β` of a level with energy `ε` relative to the
chemical potential. -/
def fermi (β ε : ℝ) : ℝ := 1 / (1 + Real.exp (β * ε))
```

The argument `ε` is measured from the chemical potential. Since the uncorrected level lies there, the Dudarev potential is the whole of `ε` in the next definition.

```lean
/-- The occupation `x` reproduces itself: a level at the chemical potential, shifted by the
Dudarev potential of `x`, has Fermi occupation `x`. -/
def SelfConsistent (β U x : ℝ) : Prop := x = fermi β (dudarevPotential U x)
```

`SelfConsistent β U x` is the fixed-point equation itself. It allows any real `x`; the bounds \(0<x<1\) are derived.

```lean
/-- The log-odds of the occupation `x` minus `K (x - 1/2)`, for `0 < x < 1`. -/
def mismatch (K x : ℝ) : ℝ := Real.log x - Real.log (1 - x) - K * (x - 1 / 2)
```

This is the function \(g\) of the derivation, with `K` standing for \(\beta U\).

## The potential as a derivative and the logarithmic equation

```lean
/-- The Dudarev potential is the derivative of the Hubbard correction energy with respect to
the occupation. -/
theorem hasDerivAt_hubbardEnergy (U n : ℝ) :
    HasDerivAt (hubbardEnergy U) (dudarevPotential U n) n := by
  have h := ((hasDerivAt_id' n).fun_mul ((hasDerivAt_id' n).const_sub 1)).const_mul (U / 2)
  refine h.congr_deriv ?_
  unfold dudarevPotential
  ring
```

The product rule gives the derivative of \(\tfrac U2 n(1-n)\), and `ring` brings it to the form \(U(\tfrac12-n)\).

```lean
/-- An occupation is self-consistent exactly when it lies strictly between 0 and 1 and its
log-odds equal `βU (x - 1/2)`. -/
theorem selfConsistent_iff (β U x : ℝ) :
    SelfConsistent β U x ↔ (0 < x ∧ x < 1) ∧ mismatch (β * U) x = 0 := by
  unfold SelfConsistent fermi dudarevPotential mismatch
  have hpos := Real.exp_pos (β * (U * (1 / 2 - x)))
  have hne : 1 + Real.exp (β * (U * (1 / 2 - x))) ≠ 0 := by positivity
  constructor
  · intro h
    have h0 : 0 < x := by
      rw [h]
      positivity
    have hx := (eq_div_iff hne).mp h
    have hE : x * Real.exp (β * (U * (1 / 2 - x))) = 1 - x := by linear_combination hx
    have h1 : x < 1 := by
      have := mul_pos h0 hpos
      linarith
    -- take the logarithm of `x exp(βV) = 1 - x`
    have hl : Real.log (1 - x) = Real.log x + β * (U * (1 / 2 - x)) := by
      rw [← hE, Real.log_mul h0.ne' hpos.ne', Real.log_exp]
    exact ⟨⟨h0, h1⟩, by linear_combination -hl⟩
  · rintro ⟨⟨h0, h1⟩, h⟩
    have hE : x * Real.exp (β * (U * (1 / 2 - x))) = 1 - x := by
      calc x * Real.exp (β * (U * (1 / 2 - x)))
          = Real.exp (Real.log x) * Real.exp (β * (U * (1 / 2 - x))) := by
            rw [Real.exp_log h0]
        _ = Real.exp (Real.log (1 - x)) := by
            rw [← Real.exp_add]
            congr 1
            linear_combination h
        _ = 1 - x := Real.exp_log (by linarith)
    exact (eq_div_iff hne).mpr (by linear_combination hE)
```

The forward direction clears the denominator, obtains `hE`, which is \(xe^{K(1/2-x)}=1-x\), reads off the bounds and takes the logarithm. The reverse direction exponentiates. The bounds have to appear on the right-hand side, because Lean's `Real.log` also assigns values to arguments that are not positive.

```lean
/-- The half-filled level is self-consistent for all real `β` and `U`. -/
theorem selfConsistent_half (β U : ℝ) : SelfConsistent β U (1 / 2) := by
  unfold SelfConsistent fermi dudarevPotential
  norm_num

/-- Particle-hole symmetry: if `x` is self-consistent, so is `1 - x`. -/
theorem SelfConsistent.particleHole {β U x : ℝ} (h : SelfConsistent β U x) :
    SelfConsistent β U (1 - x) := by
  obtain ⟨⟨h0, h1⟩, h⟩ := (selfConsistent_iff β U x).mp h
  refine (selfConsistent_iff β U (1 - x)).mpr ⟨⟨by linarith, by linarith⟩, ?_⟩
  unfold mismatch at h ⊢
  rw [sub_sub_cancel]
  linear_combination -h
```

At half filling the exponent vanishes and the Fermi function gives \(\tfrac12\). The particle-hole theorem is the antisymmetry \(g(1-x)=-g(x)\), transferred to solutions through the logarithmic form.

## Where the response equals one

```lean
/-- Mean value theorem for the mismatch between two occupations `0 < a < b < 1`, with the
derivative `1/(c (1 - c)) - K` cleared of its denominator. -/
theorem mismatch_mean_value (K : ℝ) {a b : ℝ} (ha : 0 < a) (hab : a < b) (hb : b < 1) :
    ∃ c ∈ Ioo a b, (mismatch K b - mismatch K a) * (c * (1 - c))
      = (b - a) * (1 - K * (c * (1 - c))) := by
  have hd : ∀ x, 0 < x → x < 1 →
      HasDerivAt (mismatch K) (x⁻¹ + (1 - x)⁻¹ - K) x := by
    intro x h0 h1
    have h := ((Real.hasDerivAt_log h0.ne').fun_sub
      (((hasDerivAt_id' x).const_sub 1).log (sub_pos.mpr h1).ne')).fun_sub
      (((hasDerivAt_id' x).sub_const (1 / 2)).const_mul K)
    refine h.congr_deriv ?_
    ring
  obtain ⟨c, hc, h⟩ := exists_hasDerivAt_eq_slope (mismatch K)
    (fun x => x⁻¹ + (1 - x)⁻¹ - K) hab
    (fun x hx => (hd x (by linarith [hx.1]) (by linarith [hx.2])).continuousAt.continuousWithinAt)
    (fun x hx => hd x (by linarith [hx.1]) (by linarith [hx.2]))
  refine ⟨c, hc, ?_⟩
  have h' := (eq_div_iff (sub_pos.mpr hab).ne').mp h
  have i1 : c⁻¹ * c = 1 := inv_mul_cancel₀ (by linarith [hc.1] : 0 < c).ne'
  have i2 : (1 - c)⁻¹ * (1 - c) = 1 := inv_mul_cancel₀ (by linarith [hc.2] : 0 < 1 - c).ne'
  linear_combination -(c * (1 - c)) * h' + (b - a) * ((1 - c) * i1 + c * i2)
```

The inner statement `hd` computes \(g'\), and `exists_hasDerivAt_eq_slope` is the mean value theorem. Multiplying by \(c(1-c)\) removes the fractions, so later conditions on the derivative are polynomial in \(c\).

```lean
/-- Between two different self-consistent occupations lies an occupation `c` with
`βU c (1 - c) = 1`. -/
theorem exists_unit_response {β U a b : ℝ} (ha : SelfConsistent β U a)
    (hb : SelfConsistent β U b) (hab : a < b) :
    ∃ c ∈ Ioo a b, β * U * (c * (1 - c)) = 1 := by
  obtain ⟨⟨a0, _⟩, ha⟩ := (selfConsistent_iff β U a).mp ha
  obtain ⟨⟨_, b1⟩, hb⟩ := (selfConsistent_iff β U b).mp hb
  obtain ⟨c, hc, h⟩ := mismatch_mean_value (β * U) a0 hab b1
  rw [ha, hb, sub_self, zero_mul] at h
  have := (mul_eq_zero.mp h.symm).resolve_left (sub_pos.mpr hab).ne'
  exact ⟨c, hc, by linarith⟩
```

When `a` and `b` are both solutions, the left side of the mean value identity vanishes, and dividing by \(b-a\) leaves \(\beta U c(1-c)=1\). The name refers to the quantity \(\beta U c(1-c)\), which is the rate at which the Fermi occupation follows the input occupation at the point where the Fermi occupation equals \(c\). The point \(c\) itself need not be self-consistent.

```lean
/-- A self-consistent occupation above one half requires `βU > 4`. -/
theorem four_lt_of_half_lt {β U x : ℝ} (h : SelfConsistent β U x) (hx : 1 / 2 < x) :
    4 < β * U := by
  have h1 := ((selfConsistent_iff β U x).mp h).1.2
  obtain ⟨c, ⟨hc, hcx⟩, hk⟩ := exists_unit_response (selfConsistent_half β U) h hx
  by_contra hn
  have hs : 0 < c * (1 - c) := mul_pos (by linarith) (by linarith)
  have h4 := mul_nonneg (sub_nonneg.mpr (not_lt.mp hn)) hs.le
  have hq := mul_pos (sub_pos.mpr hc) (sub_pos.mpr hc)
  nlinarith
```

The lower solution is taken to be \(\tfrac12\). Assuming \(\beta U\le4\), the final `nlinarith` combines \(\beta U c(1-c)=1\) with \((c-\tfrac12)^2>0\) and reaches the contradiction found by hand.

## The solution that appears above the threshold

```lean
/-- For `βU > 4` there is a self-consistent occupation above one half. -/
theorem exists_polarised {β U : ℝ} (hK : 4 < β * U) :
    ∃ x, 1 / 2 < x ∧ SelfConsistent β U x := by
  obtain ⟨t, t0, t1, ht⟩ : ∃ t : ℝ, 0 < t ∧ t < 1 / 4 ∧ β * U * t = (β * U - 4) / 4 := by
    generalize β * U = K at hK
    have hK0 : 0 < K := by linarith
    refine ⟨(K - 4) / (4 * K), div_pos (by linarith) (by linarith), ?_, ?_⟩
    · rw [div_lt_iff₀ (by linarith)]
      linarith
    · field_simp
  -- at the occupation `1/2 + t` the mismatch is negative
  have hneg : mismatch (β * U) (1 / 2 + t) < 0 := by
    obtain ⟨c, ⟨hc, hct⟩, h⟩ := mismatch_mean_value (β * U) (a := 1 / 2) (b := 1 / 2 + t)
      (by norm_num) (by linarith) (by linarith)
    rw [((selfConsistent_iff β U (1 / 2)).mp (selfConsistent_half β U)).2, sub_zero] at h
    have hs : 0 < c * (1 - c) := mul_pos (by linarith) (by linarith)
    have hst : 1 / 4 - t < c * (1 - c) := by nlinarith
    have hbig := mul_lt_mul_of_pos_left hst (by linarith : 0 < β * U)
    have hr : t * (1 - β * U * (c * (1 - c))) < 0 :=
      mul_neg_of_pos_of_neg t0 (by linarith)
    by_contra hn
    have := mul_nonneg (not_lt.mp hn) hs.le
    linarith
  -- so the Fermi occupation there is at least the input occupation
  have hlow : 1 / 2 + t ≤ fermi β (dudarevPotential U (1 / 2 + t)) := by
    unfold fermi dudarevPotential
    rw [le_div_iff₀ (by positivity)]
    have hE : (1 / 2 + t) * Real.exp (β * (U * (1 / 2 - (1 / 2 + t)))) ≤ 1 - (1 / 2 + t) := by
      calc (1 / 2 + t) * Real.exp (β * (U * (1 / 2 - (1 / 2 + t))))
          = Real.exp (Real.log (1 / 2 + t) + β * (U * (1 / 2 - (1 / 2 + t)))) := by
            rw [Real.exp_add, Real.exp_log (by linarith)]
        _ ≤ Real.exp (Real.log (1 - (1 / 2 + t))) := by
            apply Real.exp_le_exp.mpr
            unfold mismatch at hneg
            linarith
        _ = 1 - (1 / 2 + t) := Real.exp_log (by linarith)
    linarith
  have hhigh : fermi β (dudarevPotential U 1) ≤ 1 := by
    unfold fermi
    rw [div_le_one (by positivity)]
    linarith [Real.exp_pos (β * dudarevPotential U 1)]
  have hcont : Continuous (fun x => fermi β (dudarevPotential U x) - x) := by
    unfold fermi dudarevPotential
    exact (continuous_const.div (by fun_prop) (fun x => by positivity)).sub continuous_id
  obtain ⟨x, hx, h⟩ := intermediate_value_Icc' (by linarith : 1 / 2 + t ≤ 1)
    hcont.continuousOn ⟨sub_nonpos.mpr hhigh, sub_nonneg.mpr hlow⟩
  exact ⟨x, by linarith [hx.1], (sub_eq_zero.mp h).symm⟩
```

"Polarised" here means away from half occupation; the model has no spin. The first block supplies \(t\) through the identity \(Kt=(K-4)/4\). Then `hneg` is \(g(\tfrac12+t)<0\), `hlow` turns this into a statement about the Fermi function, and `hhigh` is the comparison at \(x=1\). The intermediate value theorem is applied to the Fermi occupation minus the input occupation.

## Uniqueness and the count of three

```lean
/-- Half filling is the only real self-consistent occupation if and only if `βU ≤ 4`. -/
theorem half_unique_iff (β U : ℝ) :
    (∀ x, SelfConsistent β U x ↔ x = 1 / 2) ↔ β * U ≤ 4 := by
  constructor
  · intro h
    by_contra hn
    obtain ⟨x, hx, hs⟩ := exists_polarised (not_le.mp hn)
    exact hx.ne' ((h x).mp hs)
  · intro hK x
    refine ⟨fun h => ?_, fun h => h ▸ selfConsistent_half β U⟩
    rcases lt_trichotomy x (1 / 2) with hx | hx | hx
    · linarith [four_lt_of_half_lt h.particleHole (by linarith)]
    · exact hx
    · linarith [four_lt_of_half_lt h hx]
```

In words: for all real \(\beta\) and \(U\), the statement "a real number is self-consistent exactly when it equals \(\tfrac12\)" holds if and only if \(\beta U\le4\). No signs are assumed, so the physical case \(\beta,U>0\) is included, and so is the boundary value \(\beta U=4\). One direction uses the solution just constructed. The other splits into \(x<\tfrac12\), \(x=\tfrac12\) and \(x>\tfrac12\), and reflects the first case into the third.

```lean
/-- For `βU > 4` there are exactly three self-consistent occupations: one half, some `x` between
one half and one, and its particle-hole partner `1 - x`. -/
theorem three_solutions {β U : ℝ} (hK : 4 < β * U) :
    ∃ x, 1 / 2 < x ∧ x < 1 ∧
      ∀ y, SelfConsistent β U y ↔ y = 1 / 2 ∨ y = x ∨ y = 1 - x := by
  -- two solutions above one half would give two points of unit response there
  have key : ∀ a b, 1 / 2 < a → a < b → SelfConsistent β U a → SelfConsistent β U b → False := by
    intro a b ha hab sa sb
    obtain ⟨c, ⟨hc, hca⟩, h1⟩ := exists_unit_response (selfConsistent_half β U) sa ha
    obtain ⟨d, ⟨had, _⟩, h2⟩ := exists_unit_response sa sb hab
    have hp : 0 < β * U * ((d - c) * (c + d - 1)) :=
      mul_pos (by linarith) (mul_pos (by linarith) (by linarith))
    have hz : β * U * ((d - c) * (c + d - 1)) = 0 := by linear_combination h1 - h2
    linarith
  obtain ⟨x, hx, hs⟩ := exists_polarised hK
  have huniq : ∀ y, 1 / 2 < y → SelfConsistent β U y → y = x := by
    intro y hy sy
    rcases lt_trichotomy y x with h | h | h
    · exact (key y x hy h sy hs).elim
    · exact h
    · exact (key x y hx h hs sy).elim
  refine ⟨x, hx, ((selfConsistent_iff β U x).mp hs).1.2, fun y => ⟨fun sy => ?_, ?_⟩⟩
  · rcases lt_trichotomy y (1 / 2) with hy | hy | hy
    · have := huniq (1 - y) (by linarith) sy.particleHole
      exact Or.inr (Or.inr (by linarith))
    · exact Or.inl hy
    · exact Or.inr (Or.inl (huniq y hy sy))
  · rintro (h | h | h)
    · exact h ▸ selfConsistent_half β U
    · exact h ▸ hs
    · exact h ▸ hs.particleHole

end

end FiniteTemperatureDFTU
```

The statement `key` excludes two solutions above one half, with `hp` and `hz` giving the product \(K(d-c)(c+d-1)\) as both positive and zero. The rest collects the three solutions and uses particle-hole symmetry for those below one half.

```lean
#print axioms FiniteTemperatureDFTU.hasDerivAt_hubbardEnergy
#print axioms FiniteTemperatureDFTU.selfConsistent_half
#print axioms FiniteTemperatureDFTU.half_unique_iff
#print axioms FiniteTemperatureDFTU.three_solutions
```

```
'FiniteTemperatureDFTU.hasDerivAt_hubbardEnergy' depends on axioms: [propext, Classical.choice, Quot.sound]
'FiniteTemperatureDFTU.selfConsistent_half' depends on axioms: [propext, Classical.choice, Quot.sound]
'FiniteTemperatureDFTU.half_unique_iff' depends on axioms: [propext, Classical.choice, Quot.sound]
'FiniteTemperatureDFTU.three_solutions' depends on axioms: [propext, Classical.choice, Quot.sound]
```

The model pins the uncorrected level at the chemical potential. In a real DFT+U calculation, hybridisation, the remaining Kohn–Sham potential and the fixed electron number can all move the level relative to the chemical potential as its occupation changes. Hybridisation also spreads the orbital over many states, so that its occupation is no longer a single Fermi function. The theorems also count solutions without saying which of them an iteration reaches or which has the lowest free energy.
